# With equal on-site energies and fixed orbitals, rigid-band spin polarisation never lowers the total ICOHP

A quick estimate of how a magnetic moment affects bonding takes the crystal orbital Hamilton population (COHP) curves of a nonmagnetic calculation and integrates them to a higher level for the majority spin and a lower one for the minority spin. The two integrals, called ICOHPs, are added and compared with the nonmagnetic value. A negative ICOHP means net bonding, so a lower sum would mean stronger bonding. With one orthonormal orbital per site, equal on-site energies and a nonmagnetic state whose lowest levels are doubly filled, the total over all pairs of sites cannot become lower at fixed electron number.

In electronic-structure work this gives a sign check for non-interacting, finite tight-binding models with one common on-site energy. A single bond may still gain.

## Orbitals, occupations and the ICOHP

Take $n$ orthonormal site orbitals and a real Hamiltonian matrix $H$, the same for both spins.

```lean
import Mathlib

open Matrix

namespace SpinPolarisationICOHP

noncomputable section

variable {n : ℕ}
```

The eigenvectors of $H$ are the columns of $C$, with energies $\varepsilon_0\le\dots\le\varepsilon_{n-1}$, numbered from zero as in Lean:

$$C^{T}C=1,\qquad HC=C\,\mathrm{diag}(\varepsilon).$$

The type `Fin n` labels both sites and levels.

```lean
/-- The columns of `C` are orthonormal orbitals of the Hamiltonian `H`, with energies `ε`
in ascending order. -/
structure IsOrbitals (H C : Matrix (Fin n) (Fin n) ℝ) (ε : Fin n → ℝ) : Prop where
  orthonormal : Cᵀ * C = 1
  eigen : H * C = C * diagonal ε
  ordered : Monotone ε
```

If level $a$ of one spin channel has occupation $f_a$, the density matrix of that channel is $P_{ij}=\sum_a C_{ia}f_aC_{ja}$.

```lean
/-- The density matrix of one spin channel with orbital occupations `f`. -/
def density (C : Matrix (Fin n) (Fin n) ℝ) (f : Fin n → ℝ) : Matrix (Fin n) (Fin n) ℝ :=
  C * diagonal f * Cᵀ
```

Occupations take the place of the energy integral, and the ICOHP of the channel is $\sum_{i\ne j}P_{ij}H_{ij}$. The sum runs over ordered pairs, so each bond counts twice.

```lean
/-- The off-diagonal ICOHP: the sum of `P i j * H i j` over all ordered pairs of distinct
sites. -/
def icohp (H P : Matrix (Fin n) (Fin n) ℝ) : ℝ :=
  ∑ i, ∑ j, if i = j then 0 else P i j * H i j
```

The total adds the majority occupations $f^\uparrow$ (`fu`) and the minority occupations $f^\downarrow$ (`fd`). Both channels use the same $C$, which is the rigid-band assumption. A self-consistent spin-polarised calculation gives each spin its own Hamiltonian and orbitals, and the step from fixed to relaxed orbitals lies beyond these hypotheses.

```lean
/-- The total ICOHP of majority occupations `fu` and minority occupations `fd` in the same
orbitals. -/
def totalICOHP (H C : Matrix (Fin n) (Fin n) ℝ) (fu fd : Fin n → ℝ) : ℝ :=
  icohp H (density C fu) + icohp H (density C fd)
```

A channel filled with $k$ electrons has $f_a=1$ for $a<k$ and $f_a=0$ otherwise.

```lean
/-- The occupations of a spin channel whose levels are filled below position `k`. -/
def fill (k : ℕ) (a : Fin n) : ℝ := if (a : ℕ) < k then 1 else 0
```

Every real symmetric $H$ has such orbitals. The spectral theorem supplies an orthonormal eigenbasis, and `Tuple.sort` supplies the permutation that puts the energies in ascending order.

```lean
/-- Every real symmetric Hamiltonian has an orthonormal set of orbitals ordered by energy. -/
theorem exists_orbitals {H : Matrix (Fin n) (Fin n) ℝ} (hH : H.IsSymm) :
    ∃ C ε, IsOrbitals H C ε := by
  have hh : H.IsHermitian := by
    rw [Matrix.IsHermitian, conjTranspose_eq_transpose_of_trivial]
    exact hH
  -- sort the eigenvalues supplied by the spectral theorem
  let σ := Tuple.sort hh.eigenvalues
  refine ⟨Matrix.of fun i a => hh.eigenvectorBasis (σ a) i, hh.eigenvalues ∘ σ,
    ?_, ?_, Tuple.monotone_sort _⟩
  · ext a b
    have h := orthonormal_iff_ite.1 hh.eigenvectorBasis.orthonormal (σ a) (σ b)
    rw [PiLp.inner_apply] at h
    simp only [σ.injective.eq_iff] at h
    rw [Matrix.mul_apply, Matrix.one_apply, ← h]
    exact Finset.sum_congr rfl fun i _ => by simp [mul_comm]
  · ext i a
    have h := congrFun (hh.mulVec_eigenvectorBasis (σ a)) i
    rw [Matrix.mul_diagonal]
    simpa [Matrix.mul_apply, Matrix.mulVec, dotProduct, mul_comm] using h
```

For $k\le n$ the filled channel holds $\sum_a f_a=k$ electrons.

```lean
/-- A channel filled up to position `k`, with `k` at most the number of levels, holds `k`
electrons. -/
theorem sum_fill {k : ℕ} (hk : k ≤ n) : ∑ a : Fin n, fill k a = k := by
  have h : (Finset.range n).filter (fun i => i < k) = Finset.range k := by
    ext i
    simp only [Finset.mem_filter, Finset.mem_range]
    omega
  unfold fill
  rw [Fin.sum_univ_eq_sum_range (fun i => if i < k then (1 : ℝ) else 0) n,
    Finset.sum_boole, h, Finset.card_range]
```

## The ICOHP as a band energy measured from the on-site energy

Now let $H_{ii}=\alpha$ for every site, as for one orbital per atom on equivalent sites. Removing the diagonal from the band energy gives

$$\sum_{i\ne j}P_{ij}H_{ij}=\mathrm{tr}(HP)-\alpha\,\mathrm{tr}P.$$

The two traces follow from orthonormality:

$$\mathrm{tr}P=\mathrm{tr}\big(C^{T}C\,\mathrm{diag}(f)\big)=\sum_a f_a,$$

$$\mathrm{tr}(HP)=\mathrm{tr}\big(\mathrm{diag}(\varepsilon)\,\mathrm{diag}(f)\,C^{T}C\big)=\sum_a\varepsilon_af_a.$$

Hence the ICOHP of the channel is $\sum_a f_a(\varepsilon_a-\alpha)$. In the code, `split` is the first identity with $P^{T}$ in place of $P$, `symm` removes the transpose because the density matrix is symmetric, and `number` and `energy` are the two traces.

Both traces rely on `Matrix.trace_mul_comm`, which states $\mathrm{tr}(AB)=\mathrm{tr}(BA)$. It acts on the outermost product, so the bracketing decides which factor moves. The calculation of `energy` therefore first writes the matrix as $C$ times everything else. After the exchange, $C$ stands at the far right, and `Matrix.mul_assoc` groups it with $C^{T}$, where `h.orthonormal` turns the pair into the identity.

```lean
variable {H C : Matrix (Fin n) (Fin n) ℝ} {ε : Fin n → ℝ} {α : ℝ}

/-- If all on-site energies equal `α`, the ICOHP of a spin channel is the sum of its level energies
measured from `α`, each weighted by its occupation. -/
theorem icohp_density (h : IsOrbitals H C ε) (hα : ∀ i, H i i = α) (f : Fin n → ℝ) :
    icohp H (density C f) = ∑ a, f a * (ε a - α) := by
  -- separate the on-site part from the full band energy
  have split : ∀ P : Matrix (Fin n) (Fin n) ℝ,
      icohp H P = trace (H * Pᵀ) - α * trace P := by
    intro P
    simp only [icohp, trace, diag_apply, Matrix.mul_apply, transpose_apply, Finset.mul_sum]
    rw [← Finset.sum_sub_distrib]
    refine Finset.sum_congr rfl fun i _ => ?_
    have e : ∀ j, (if i = j then 0 else P i j * H i j)
        = H i j * P i j - if i = j then α * P i i else 0 := by
      intro j
      by_cases hij : i = j
      · subst hij
        simp [hα i]
      · simp [hij, mul_comm]
    simp only [e, Finset.sum_sub_distrib, Finset.sum_ite_eq, Finset.mem_univ, if_true]
  have symm : (density C f)ᵀ = density C f := by
    simp [density, Matrix.transpose_mul, Matrix.mul_assoc]
  have number : trace (density C f) = ∑ a, f a := by
    rw [density, Matrix.trace_mul_comm, ← Matrix.mul_assoc, h.orthonormal, Matrix.one_mul,
      Matrix.trace_diagonal]
  have energy : trace (H * density C f) = ∑ a, ε a * f a := by
    calc trace (H * density C f) = trace ((H * C) * (diagonal f * Cᵀ)) := by
          simp only [density, Matrix.mul_assoc]
      _ = trace (C * (diagonal ε * diagonal f * Cᵀ)) := by
          rw [h.eigen]
          simp only [Matrix.mul_assoc]
      _ = trace (diagonal ε * diagonal f * (Cᵀ * C)) := by
          rw [Matrix.trace_mul_comm]
          simp only [Matrix.mul_assoc]
      _ = ∑ a, ε a * f a := by
          rw [h.orthonormal, Matrix.mul_one, Matrix.diagonal_mul_diagonal,
            Matrix.trace_diagonal]
  rw [split, symm, number, energy, Finset.mul_sum, ← Finset.sum_sub_distrib]
  exact Finset.sum_congr rfl fun a _ => by ring
```

## A free choice of reference energy

Compare any occupations holding $2k$ electrons in total with the doubly filled state, whose occupations are $f^0_a$ in each spin. Let $g_a=f^\uparrow_a+f^\downarrow_a-2f^0_a$. The electron number is unchanged, so $\sum_a g_a=0$, and for any energy $\mu$

$$\Delta=\sum_a g_a(\varepsilon_a-\alpha)=\sum_a g_a(\varepsilon_a-\mu)+(\mu-\alpha)\sum_a g_a=\sum_a g_a(\varepsilon_a-\mu),$$

where $\Delta$ is the change in total ICOHP. The on-site energy has dropped out.

```lean
/-- For equal on-site energies, fixed orbitals and `2k` electrons, the total ICOHP relative to the
state with the `k` lowest levels doubly filled is the sum of occupation changes times level
energies, measured from any reference `μ`. -/
theorem polarisation_cost (h : IsOrbitals H C ε) (hα : ∀ i, H i i = α) {k : ℕ} (hk : k ≤ n)
    {fu fd : Fin n → ℝ} (hN : ∑ a, (fu a + fd a) = 2 * k) (μ : ℝ) :
    totalICOHP H C fu fd - totalICOHP H C (fill k) (fill k)
      = ∑ a, (fu a + fd a - 2 * fill k a) * (ε a - μ) := by
  have e : ∑ a, (fu a + fd a - 2 * fill k a) = 0 := by
    rw [Finset.sum_sub_distrib, hN, ← Finset.mul_sum, sum_fill hk, sub_self]
  -- charge conservation lets the reference energy move from `α` to `μ`
  have key : totalICOHP H C fu fd - totalICOHP H C (fill k) (fill k)
      = ∑ a, (fu a + fd a - 2 * fill k a) * (ε a - μ)
        + (μ - α) * ∑ a, (fu a + fd a - 2 * fill k a) := by
    simp only [totalICOHP, icohp_density h hα, Finset.mul_sum, ← Finset.sum_add_distrib,
      ← Finset.sum_sub_distrib]
    exact Finset.sum_congr rfl fun a _ => by ring
  rw [key, e, mul_zero, add_zero]
```

## The doubly filled state has the lowest ICOHP

Choose $\mu$ between the filled and the empty levels: $\mu=\varepsilon_k$ if $k<n$, or any upper bound on the energies if $k=n$. Let all occupations lie between 0 and 1.

- For $a<k$, $g_a=f^\uparrow_a+f^\downarrow_a-2\le0$ and $\varepsilon_a-\mu\le0$.
- For $a\ge k$, $g_a=f^\uparrow_a+f^\downarrow_a\ge0$ and $\varepsilon_a-\mu\ge0$.

Every term is nonnegative, so $\Delta\ge0$. Fractional occupations are allowed. The code finds $\mu$ first and then treats the two cases.

```lean
/-- With equal on-site energies and fixed orbitals, no distribution of `2k` electrons over the
two spins, with occupations between 0 and 1, has a lower total ICOHP than the state with the
`k` lowest levels doubly filled. -/
theorem doubly_filled_minimises_icohp (h : IsOrbitals H C ε) (hα : ∀ i, H i i = α)
    {k : ℕ} (hk : k ≤ n) {fu fd : Fin n → ℝ} (hu : ∀ a, 0 ≤ fu a ∧ fu a ≤ 1)
    (hd : ∀ a, 0 ≤ fd a ∧ fd a ≤ 1) (hN : ∑ a, (fu a + fd a) = 2 * k) :
    totalICOHP H C (fill k) (fill k) ≤ totalICOHP H C fu fd := by
  -- a Fermi level separates filled from empty levels
  obtain ⟨μ, hlo, hhi⟩ : ∃ μ, (∀ a : Fin n, (a : ℕ) < k → ε a ≤ μ) ∧
      (∀ a : Fin n, k ≤ (a : ℕ) → μ ≤ ε a) := by
    by_cases hkn : k < n
    · exact ⟨ε ⟨k, hkn⟩, fun a ha => h.ordered (Fin.le_def.2 ha.le),
        fun a ha => h.ordered (Fin.le_def.2 ha)⟩
    · refine ⟨∑ a, |ε a|, fun a _ => (le_abs_self _).trans ?_, fun a ha => ?_⟩
      · exact Finset.single_le_sum (f := fun a => |ε a|) (fun b _ => abs_nonneg (ε b))
          (Finset.mem_univ a)
      · exact absurd a.isLt (by omega)
  rw [← sub_nonneg, polarisation_cost h hα hk hN μ]
  refine Finset.sum_nonneg fun a _ => ?_
  obtain ⟨hu0, hu1⟩ := hu a
  obtain ⟨hd0, hd1⟩ := hd a
  by_cases ha : (a : ℕ) < k
  · rw [show fill k a = 1 from if_pos ha]
    have h1 : 0 ≤ 2 - fu a - fd a := by linarith
    nlinarith [mul_nonneg h1 (sub_nonneg.2 (hlo a ha))]
  · rw [show fill k a = 0 from if_neg ha]
    exact mul_nonneg (by linarith) (sub_nonneg.2 (hhi a (not_lt.1 ha)))
```

## Moving electrons from minority to majority levels

Moving $x$ electrons leaves $k-x$ in the minority channel and puts $k+x$ in the majority channel, which requires $x\le k$ and $k+x\le n$. The total is still $2k$, so the previous result applies. With $\mu=0$ the change reads

$$\Delta=\sum_{a=k}^{k+x-1}\varepsilon_a-\sum_{a=k-x}^{k-1}\varepsilon_a\ge0.$$

```lean
/-- Starting from the `k` lowest levels doubly filled, moving the top `x` minority electrons to the
next `x` majority levels never lowers the total ICOHP, for equal on-site energies and fixed
orbitals. -/
theorem rigid_band_polarisation (h : IsOrbitals H C ε) (hα : ∀ i, H i i = α)
    {k x : ℕ} (hxk : x ≤ k) (hn : k + x ≤ n) :
    totalICOHP H C (fill k) (fill k) ≤ totalICOHP H C (fill (k + x)) (fill (k - x)) := by
  have occ : ∀ (m : ℕ) (a : Fin n), 0 ≤ fill m a ∧ fill m a ≤ 1 := by
    intro m a
    unfold fill
    split_ifs <;> norm_num
  refine doubly_filled_minimises_icohp h hα (by omega) (occ _) (occ _) ?_
  rw [Finset.sum_add_distrib, sum_fill hn, sum_fill (by omega), Nat.cast_sub hxk]
  push_cast
  ring
```

For $x\ge1$ the rise is strict exactly when $\varepsilon_{k-x}<\varepsilon_{k+x-1}$, that is, when the lowest emptied level lies below the highest newly filled one. Take $\mu=\varepsilon_k$. Outside the window $k-x\le a<k+x$ every $g_a$ vanishes (`out`); inside it $g_a=-1$ below $k$ (`emptied`) and $g_a=+1$ from $k$ upwards (`filled`).

If the two end levels are equal, the whole window is degenerate and $\Delta=0$. If they differ, either $\varepsilon_{k-x}<\varepsilon_k$ and the lowest term is positive, or $\varepsilon_k<\varepsilon_{k+x-1}$ and the highest one is. The other terms are nonnegative, and `Finset.sum_pos'` concludes that the sum is positive.

```lean
/-- For equal on-site energies and fixed orbitals, start from the `k` lowest levels doubly filled
and move the top `x ≥ 1` minority electrons to the next `x` majority levels. This raises the total
ICOHP strictly exactly when the lowest emptied minority level lies below the highest newly filled
majority level. -/
theorem rigid_band_strict_iff (h : IsOrbitals H C ε) (hα : ∀ i, H i i = α)
    {k x : ℕ} (hx : 0 < x) (hxk : x ≤ k) (hn : k + x ≤ n) :
    totalICOHP H C (fill k) (fill k) < totalICOHP H C (fill (k + x)) (fill (k - x)) ↔
      ε ⟨k - x, by omega⟩ < ε ⟨k + x - 1, by omega⟩ := by
  refine ⟨fun hlt => ?_, fun hlt => ?_⟩
  all_goals
    have hN : ∑ a : Fin n, (fill (k + x) a + fill (k - x) a) = 2 * k := by
      rw [Finset.sum_add_distrib, sum_fill hn, sum_fill (by omega), Nat.cast_sub hxk]
      push_cast
      ring
    have cost := polarisation_cost h hα (by omega) hN (ε ⟨k, by omega⟩)
    have out : ∀ a : Fin n, (a : ℕ) < k - x ∨ k + x ≤ (a : ℕ) →
        fill (k + x) a + fill (k - x) a - 2 * fill k a = 0 := by
      intro a ha
      unfold fill
      split_ifs <;> first | omega | norm_num
  · -- if all levels involved are degenerate, every term of the cost vanishes
    by_contra hle
    have hle := not_lt.1 hle
    refine (sub_pos.2 hlt).ne' (cost.trans (Finset.sum_eq_zero fun a _ => ?_))
    by_cases ha : (a : ℕ) < k - x ∨ k + x ≤ (a : ℕ)
    · rw [out a ha, zero_mul]
    · have h1 : ε ⟨k - x, by omega⟩ ≤ ε a := h.ordered (Fin.le_def.2 (by simp only; omega))
      have h2 : ε a ≤ ε ⟨k + x - 1, by omega⟩ :=
        h.ordered (Fin.le_def.2 (by simp only; omega))
      have h3 : ε ⟨k - x, by omega⟩ ≤ ε ⟨k, by omega⟩ :=
        h.ordered (Fin.le_def.2 (by simp only; omega))
      have h4 : ε ⟨k, by omega⟩ ≤ ε ⟨k + x - 1, by omega⟩ :=
        h.ordered (Fin.le_def.2 (by simp only; omega))
      rw [show ε a - ε ⟨k, by omega⟩ = 0 by linarith, mul_zero]
  · have emptied : ∀ a : Fin n, k - x ≤ (a : ℕ) → (a : ℕ) < k →
        fill (k + x) a + fill (k - x) a - 2 * fill k a = -1 := by
      intro a h1 h2
      rw [show fill (k + x) a = 1 from if_pos (by omega),
        show fill (k - x) a = 0 from if_neg (by omega), show fill k a = 1 from if_pos h2]
      norm_num
    have filled : ∀ a : Fin n, k ≤ (a : ℕ) → (a : ℕ) < k + x →
        fill (k + x) a + fill (k - x) a - 2 * fill k a = 1 := by
      intro a h1 h2
      rw [show fill (k + x) a = 1 from if_pos h2,
        show fill (k - x) a = 0 from if_neg (by omega),
        show fill k a = 0 from if_neg (by omega)]
      norm_num
    rw [← sub_pos, cost]
    refine Finset.sum_pos' (fun a _ => ?_) ?_
    · by_cases ha : (a : ℕ) < k - x ∨ k + x ≤ (a : ℕ)
      · rw [out a ha, zero_mul]
      · by_cases hak : (a : ℕ) < k
        · have h1 : ε a ≤ ε ⟨k, by omega⟩ := h.ordered (Fin.le_def.2 hak.le)
          rw [emptied a (by omega) hak]
          linarith
        · have h1 : ε ⟨k, by omega⟩ ≤ ε a := h.ordered (Fin.le_def.2 (not_lt.1 hak))
          rw [filled a (by omega) (by omega)]
          linarith
    · -- one end of the window must differ from the level at position `k`
      rcases lt_or_ge (ε ⟨k - x, by omega⟩) (ε ⟨k, by omega⟩) with h1 | h1
      · refine ⟨⟨k - x, by omega⟩, Finset.mem_univ _, ?_⟩
        rw [emptied _ (by simp only; omega) (by simp only; omega)]
        linarith
      · refine ⟨⟨k + x - 1, by omega⟩, Finset.mem_univ _, ?_⟩
        rw [filled _ (by simp only; omega) (by simp only; omega)]
        linarith
```

## Three sites with unequal on-site energies

Without the condition on the diagonal, the inequality can fail. Let sites 0 and 1 have on-site energies 16 and 9 and coupling $-12$, and let site 2 be isolated at energy 30, in arbitrary units. The levels are 0 (bonding), 25 (antibonding) and 30 (nonbonding). One channel has ICOHP

$$-\tfrac{288}{25}(f_0-f_1).$$

With two levels doubly filled, bonding and antibonding contributions cancel and the total is 0. Moving one minority electron from the antibonding level to the majority level on site 2 leaves the minority bonding level uncompensated, and the total falls to $-288/25=-11.52$. The band energy still rises by 5, because the on-site part rises by 16.52.

The code checks the orbitals entry by entry and then evaluates both totals through `value`.

```lean
/-- Three sites have on-site energies 16, 9 and 30, with a coupling of -12 between the first two and
none to the third. The given matrix holds their orbitals, with energies 0, 25 and 30. Starting from
the two lowest levels doubly filled, moving the upper minority electron to the third majority level
lowers the total ICOHP. -/
theorem unequal_sites_counterexample :
    IsOrbitals !![16, -12, 0; -12, 9, 0; 0, 0, 30]
      !![3/5, -4/5, 0; 4/5, 3/5, 0; 0, 0, 1] ![0, 25, 30] ∧
    totalICOHP !![16, -12, 0; -12, 9, 0; 0, 0, 30]
        !![3/5, -4/5, 0; 4/5, 3/5, 0; 0, 0, 1] (fill 3) (fill 1) <
      totalICOHP !![16, -12, 0; -12, 9, 0; 0, 0, 30]
        !![3/5, -4/5, 0; 4/5, 3/5, 0; 0, 0, 1] (fill 2) (fill 2) := by
  refine ⟨⟨?_, ?_, ?_⟩, ?_⟩
  · ext i j
    fin_cases i <;> fin_cases j <;> norm_num [Matrix.mul_apply, Fin.sum_univ_succ]
  · ext i j
    rw [Matrix.mul_diagonal]
    fin_cases i <;> fin_cases j <;> norm_num [Matrix.mul_apply, Fin.sum_univ_succ]
  · refine Fin.monotone_iff_le_succ.2 fun i => ?_
    fin_cases i
    · show (0 : ℝ) ≤ 25
      norm_num
    · show (25 : ℝ) ≤ 30
      norm_num
  · have entry : ∀ (D : Matrix (Fin 3) (Fin 3) ℝ) (f : Fin 3 → ℝ) (i j : Fin 3),
        density D f i j = ∑ a, D i a * f a * D j a := by
      intro D f i j
      rw [density, Matrix.mul_apply]
      simp only [Matrix.mul_diagonal, transpose_apply]
    -- only the two coupled sites contribute, with opposite signs for their two levels
    have value : ∀ f : Fin 3 → ℝ, icohp !![16, -12, 0; -12, 9, 0; 0, 0, 30]
        (density !![3/5, -4/5, 0; 4/5, 3/5, 0; 0, 0, 1] f) = -(288 / 25) * (f 0 - f 1) := by
      intro f
      simp only [icohp, entry, Fin.sum_univ_three]
      simp
      ring
    simp only [totalICOHP, value]
    norm_num [fill]

end

end SpinPolarisationICOHP
```

```lean
#print axioms SpinPolarisationICOHP.exists_orbitals
#print axioms SpinPolarisationICOHP.rigid_band_polarisation
#print axioms SpinPolarisationICOHP.rigid_band_strict_iff
#print axioms SpinPolarisationICOHP.unequal_sites_counterexample
```

```
'SpinPolarisationICOHP.exists_orbitals' depends on axioms: [propext, Classical.choice, Quot.sound]
'SpinPolarisationICOHP.rigid_band_polarisation' depends on axioms: [propext, Classical.choice, Quot.sound]
'SpinPolarisationICOHP.rigid_band_strict_iff' depends on axioms: [propext, Classical.choice, Quot.sound]
'SpinPolarisationICOHP.unequal_sites_counterexample' depends on axioms: [propext, Classical.choice, Quot.sound]
```
